# The product of overlap determinants around a closed mesh: invariance under unitary mixing, conjugation under reversal

## Orbitals on a ring of points

The mesh is indexed by `ZMod L`, the integers modulo L, so the point after the last is the first and carries the same orbital matrix. At point k, the N columns of an M × N complex matrix A_k hold the coefficients of N orbitals in one fixed orthonormal basis of M functions. The columns themselves need not be orthonormal.

This describes a closed path in parameter space. A path across the Brillouin zone fits only if the orbital coefficients return to themselves; a last link with an extra reciprocal-lattice phase factor is not covered.

Write ᴴ for the conjugate transpose. The link matrix and the loop product are

S_k = A_kᴴ A_(k+1),  P = ∏_k det S_k.

For orthonormal columns, det S_k is the overlap of the N-electron Slater determinants at neighbouring points. When P ≠ 0, −arg P is the discrete Berry phase of the loop, modulo 2π. The Berry-phase formula for the electronic polarization of a crystal has a similar form, but its last link generally carries the phase factor excluded above.

## Mixing the orbitals

Replace A_k by A_k G_k, with any N × N matrices G_k. Then

S′_k = (A_k G_k)ᴴ A_(k+1) G_(k+1) = G_kᴴ S_k G_(k+1),

det S′_k = conj(det G_k) · det S_k · det G_(k+1).

In the product over the ring, the shift k ↦ k+1 only reorders the factors det G_(k+1), so each meets its own conjugate:

P′ = p² P,  p = ∏_k |det G_k|.

For unitary U_k, taking determinants in U_k U_kᴴ = 1 gives |det U_k|² = 1. Hence p = 1 and P′ = P. For arbitrary G_k, if P ≠ 0 and P′ = P, then p² = 1, and p ≥ 0 forces p = 1; the G_k themselves need not be unitary.

## Reversing the loop

Let B_k = A_(−k). Its links are

B_kᴴ B_(k+1) = A_(−k)ᴴ A_(−k−1) = (S_(−(k+1)))ᴴ.

The determinant of an adjoint is the conjugate determinant, and k ↦ −(k+1) is a bijection of the ring, so the reversed product is conj(P).

## Ordered products of links

The Wilson line from s is defined by

W(s,0) = 1,  W(s,n+1) = W(s,n) S_(s+n).

The L steps from s visit every point once, so det W(s,L) = P. Under unitary mixing,

W′(s,n) = U_sᴴ W(s,n) U_(s+n).

This holds for n = 0, and in the induction step U_(s+n) U_(s+n)ᴴ = 1 cancels between neighbouring factors. For n = L the two end matrices coincide. Since XY and YX have the same characteristic polynomial for square X and Y, that of W(s,L) is unchanged, and so are its eigenvalues with multiplicity. The links are used as they stand, so W need not be unitary.

Reversing a path gives W(s,n)ᴴ, because the adjoint reverses the order of the factors.

## Three spinors

Take L = 3, M = 2, N = 1 and

A_0 = (1, 0)ᵀ, A_1 = (1, 1)ᵀ/√2, A_2 = (1, i)ᵀ/√2.

The links are 1/√2, (1+i)/2 and 1/√2, so P = (1+i)/4, with argument π/4. The reversed loop gives (1−i)/4.

Multiplying A_1 by i multiplies two links by i and −i, leaving P unchanged. Multiplying it by 2, which is not unitary, turns P into 1+i: the argument survives, but the invariance of P fails.

## The Lean file

In the code S_k is `overlap A k`, P is `loopProduct A` and W(s,n) is `wilson A s n`. The instance `NeZero L` says that L is positive, which makes the ring finite. The hypothesis `hU` says that every U_k is unitary; no relation between different points is required.

```lean
import Mathlib

open Matrix

namespace ManyBandBerryLoop

noncomputable section

variable {L M N : ℕ}

/-- The overlap matrix between the orbitals at mesh point `k` and those at the next point. -/
def overlap (A : ZMod L → Matrix (Fin M) (Fin N) ℂ) (k : ZMod L) :
    Matrix (Fin N) (Fin N) ℂ :=
  (A k)ᴴ * A (k + 1)

/-- The product of the overlap determinants around the closed mesh. -/
def loopProduct [NeZero L] (A : ZMod L → Matrix (Fin M) (Fin N) ℂ) : ℂ :=
  ∏ k, (overlap A k).det

/-- The Wilson line: the ordered product of `n` successive overlap matrices from point `s`. -/
def wilson (A : ZMod L → Matrix (Fin M) (Fin N) ℂ) (s : ZMod L) :
    ℕ → Matrix (Fin N) (Fin N) ℂ
  | 0 => 1
  | n + 1 => wilson A s n * overlap A (s + (n : ZMod L))

/-- Mixing the orbitals at each point by `G` multiplies an overlap matrix on the left by the adjoint
of the mixing matrix at its first point and on the right by the mixing matrix at the next point. -/
theorem overlap_gauge (A : ZMod L → Matrix (Fin M) (Fin N) ℂ)
    (G : ZMod L → Matrix (Fin N) (Fin N) ℂ) (k : ZMod L) :
    overlap (fun j => A j * G j) k = (G k)ᴴ * overlap A k * G (k + 1) := by
  simp only [overlap, Matrix.conjTranspose_mul, Matrix.mul_assoc]

/-- An overlap matrix of the reversed loop is the adjoint of the overlap matrix of the original
loop on the same link. -/
theorem overlap_reverse (A : ZMod L → Matrix (Fin M) (Fin N) ℂ) (k : ZMod L) :
    overlap (fun j => A (-j)) k = (overlap A (-(k + 1)))ᴴ := by
  have h : -(k + 1) + 1 = -k := by ring
  simp only [overlap, h, Matrix.conjTranspose_mul, Matrix.conjTranspose_conjTranspose]

/-- Under arbitrary linear mixings of the orbitals, the loop product is multiplied by the square
of the product of the moduli of the mixing determinants. -/
theorem loopProduct_mixing [NeZero L] (A : ZMod L → Matrix (Fin M) (Fin N) ℂ)
    (G : ZMod L → Matrix (Fin N) (Fin N) ℂ) :
    loopProduct (fun k => A k * G k) =
      (((∏ k, ‖(G k).det‖) ^ 2 : ℝ) : ℂ) * loopProduct A := by
  -- shifting the index around the ring pairs each determinant with its conjugate
  have shift : ∏ k, (G (k + 1)).det = ∏ k, (G k).det :=
    Equiv.prod_comp (Equiv.addRight (1 : ZMod L)) (fun k => (G k).det)
  have hn : (((∏ k, ‖(G k).det‖) ^ 2 : ℝ) : ℂ) =
      (∏ k, star (G k).det) * ∏ k, (G k).det := by
    rw [← Finset.prod_pow, Complex.ofReal_prod, ← Finset.prod_mul_distrib]
    apply Finset.prod_congr rfl
    intro k _
    rw [← Complex.normSq_eq_norm_sq]
    exact Complex.normSq_eq_conj_mul_self
  rw [hn]
  simp only [loopProduct, overlap_gauge, Matrix.det_mul, Matrix.det_conjTranspose,
    Finset.prod_mul_distrib, shift]
  ring

/-- The loop product is unchanged when the orbitals at every mesh point are mixed by a unitary
matrix chosen independently at each point. -/
theorem loopProduct_gauge_invariant [NeZero L] (A : ZMod L → Matrix (Fin M) (Fin N) ℂ)
    (U : ZMod L → Matrix (Fin N) (Fin N) ℂ)
    (hU : ∀ k, U k ∈ Matrix.unitaryGroup (Fin N) ℂ) :
    loopProduct (fun k => A k * U k) = loopProduct A := by
  -- the determinant of a unitary matrix has modulus one
  have hdet : ∀ k, ‖(U k).det‖ = 1 := by
    intro k
    have h := congrArg Matrix.det (Matrix.mem_unitaryGroup_iff.mp (hU k))
    rw [Matrix.det_mul, Matrix.star_eq_conjTranspose, Matrix.det_conjTranspose,
      Matrix.det_one] at h
    have h2 := congrArg norm h
    rw [norm_mul, norm_star, norm_one] at h2
    refine (mul_self_eq_one_iff.mp h2).resolve_right ?_
    intro h3
    linarith [norm_nonneg (U k).det]
  rw [loopProduct_mixing, Finset.prod_eq_one (fun k _ => hdet k)]
  simp

/-- A nonzero loop product is unchanged by given linear mixings exactly when the moduli of their
determinants multiply to one around the loop. -/
theorem loopProduct_invariant_iff [NeZero L] (A : ZMod L → Matrix (Fin M) (Fin N) ℂ)
    (G : ZMod L → Matrix (Fin N) (Fin N) ℂ) (hA : loopProduct A ≠ 0) :
    loopProduct (fun k => A k * G k) = loopProduct A ↔ ∏ k, ‖(G k).det‖ = 1 := by
  have hp : 0 ≤ ∏ k, ‖(G k).det‖ := Finset.prod_nonneg fun k _ => norm_nonneg _
  rw [loopProduct_mixing]
  constructor
  · intro h
    have h1 := mul_right_cancel₀ hA (h.trans (one_mul _).symm)
    have h2 : (∏ k, ‖(G k).det‖) ^ 2 = (1 : ℝ) :=
      Complex.ofReal_injective (h1.trans Complex.ofReal_one.symm)
    have h3 : (∏ k, ‖(G k).det‖ - 1) * (∏ k, ‖(G k).det‖ + 1) = 0 := by
      linear_combination h2
    rcases mul_eq_zero.mp h3 with h4 | h4 <;> linarith
  · intro h
    rw [h]
    simp

/-- Traversing the loop in the opposite direction complex conjugates the loop product. -/
theorem loopProduct_reverse [NeZero L] (A : ZMod L → Matrix (Fin M) (Fin N) ℂ) :
    loopProduct (fun k => A (-k)) = star (loopProduct A) := by
  calc loopProduct (fun k => A (-k))
      = ∏ k, star (overlap A (-(k + 1))).det := by
        simp only [loopProduct, overlap_reverse, Matrix.det_conjTranspose]
    _ = ∏ k, star (overlap A k).det :=
        Equiv.prod_comp ((Equiv.addRight (1 : ZMod L)).trans (Equiv.neg (ZMod L)))
          (fun k => star (overlap A k).det)
    _ = star (loopProduct A) := (map_prod (starRingEnd ℂ) _ _).symm

/-- The determinant of the Wilson line once around the loop is the loop product, for every
starting point. -/
theorem det_wilson_loop [NeZero L] (A : ZMod L → Matrix (Fin M) (Fin N) ℂ) (s : ZMod L) :
    (wilson A s L).det = loopProduct A := by
  have h : ∀ n : ℕ, (wilson A s n).det =
      ∏ i ∈ Finset.range n, (overlap A (s + (i : ZMod L))).det := by
    intro n
    induction n with
    | zero => simp [wilson]
    | succ n ih => rw [Finset.prod_range_succ, ← ih, ← Matrix.det_mul]; rfl
  rw [h L]
  -- the steps 0, ..., L - 1 visit every mesh point once
  calc ∏ i ∈ Finset.range L, (overlap A (s + (i : ZMod L))).det
      = ∏ k : ZMod L, (overlap A (s + k)).det := by
        refine Finset.prod_nbij' (fun i : ℕ => (i : ZMod L)) ZMod.val ?_ ?_ ?_ ?_ ?_
        · intro i _
          exact Finset.mem_univ _
        · intro k _
          exact Finset.mem_range.mpr (ZMod.val_lt k)
        · intro i hi
          exact ZMod.val_cast_of_lt (Finset.mem_range.mp hi)
        · intro k _
          exact ZMod.natCast_zmod_val k
        · intro i _
          rfl
    _ = loopProduct A :=
        Equiv.prod_comp (Equiv.addLeft s) (fun k => (overlap A k).det)

/-- Under unitary mixing of the orbitals, a Wilson line is multiplied on the left by the adjoint of
the unitary matrix at its starting point and on the right by the unitary matrix at its final point.
-/
theorem wilson_gauge (A : ZMod L → Matrix (Fin M) (Fin N) ℂ)
    (U : ZMod L → Matrix (Fin N) (Fin N) ℂ)
    (hU : ∀ k, U k ∈ Matrix.unitaryGroup (Fin N) ℂ) (s : ZMod L) (n : ℕ) :
    wilson (fun k => A k * U k) s n = (U s)ᴴ * wilson A s n * U (s + (n : ZMod L)) := by
  induction n with
  | zero =>
    have h0 : (U s)ᴴ * U s = 1 := Matrix.mem_unitaryGroup_iff'.mp (hU s)
    simp [wilson, h0]
  | succ n ih =>
    have h1 : U (s + (n : ZMod L)) * (U (s + (n : ZMod L)))ᴴ = 1 :=
      Matrix.mem_unitaryGroup_iff.mp (hU _)
    have e : s + ((n + 1 : ℕ) : ZMod L) = s + (n : ZMod L) + 1 := by push_cast; ring
    change wilson (fun k => A k * U k) s n * overlap (fun k => A k * U k) (s + (n : ZMod L)) =
      (U s)ᴴ * (wilson A s n * overlap A (s + (n : ZMod L))) * U (s + ((n + 1 : ℕ) : ZMod L))
    rw [ih, overlap_gauge, e]
    -- the unitary matrices at the interior point cancel
    calc _ = (U s)ᴴ * wilson A s n * (U (s + (n : ZMod L)) * (U (s + (n : ZMod L)))ᴴ) *
          overlap A (s + (n : ZMod L)) * U (s + (n : ZMod L) + 1) := by
          simp only [mul_assoc]
      _ = _ := by
          rw [h1, mul_one]
          simp only [mul_assoc]

/-- The characteristic polynomial of the Wilson line once around the loop is unchanged by
unitary mixing of the orbitals at every mesh point. -/
theorem wilson_loop_charpoly (A : ZMod L → Matrix (Fin M) (Fin N) ℂ)
    (U : ZMod L → Matrix (Fin N) (Fin N) ℂ)
    (hU : ∀ k, U k ∈ Matrix.unitaryGroup (Fin N) ℂ) (s : ZMod L) :
    (wilson (fun k => A k * U k) s L).charpoly = (wilson A s L).charpoly := by
  have h1 : U s * (U s)ᴴ = 1 := Matrix.mem_unitaryGroup_iff.mp (hU s)
  rw [wilson_gauge A U hU, ZMod.natCast_self, add_zero, Matrix.charpoly_mul_comm,
    ← mul_assoc, h1, one_mul]

/-- The Wilson line along the reversed path is the adjoint of the original Wilson line. -/
theorem wilson_reverse (A : ZMod L → Matrix (Fin M) (Fin N) ℂ) (s : ZMod L) (n : ℕ) :
    wilson (fun k => A (-k)) (-(s + (n : ZMod L))) n = (wilson A s n)ᴴ := by
  -- a Wilson line can also be extended at its starting point
  have left : ∀ (B : ZMod L → Matrix (Fin M) (Fin N) ℂ) (t : ZMod L) (m : ℕ),
      wilson B t (m + 1) = overlap B t * wilson B (t + 1) m := by
    intro B t m
    induction m with
    | zero => simp [wilson]
    | succ m ih =>
      have e : t + ((m + 1 : ℕ) : ZMod L) = t + 1 + (m : ZMod L) := by push_cast; ring
      change wilson B t (m + 1) * overlap B (t + ((m + 1 : ℕ) : ZMod L)) =
        overlap B t * (wilson B (t + 1) m * overlap B (t + 1 + (m : ZMod L)))
      rw [ih, e, mul_assoc]
  induction n with
  | zero => simp [wilson]
  | succ n ih =>
    have e : -(s + ((n + 1 : ℕ) : ZMod L)) + 1 = -(s + (n : ZMod L)) := by push_cast; ring
    rw [left, overlap_reverse, e, neg_neg, ih]
    exact (Matrix.conjTranspose_mul _ _).symm

end

end ManyBandBerryLoop
```

```lean
#print axioms ManyBandBerryLoop.loopProduct_gauge_invariant
#print axioms ManyBandBerryLoop.loopProduct_invariant_iff
#print axioms ManyBandBerryLoop.wilson_loop_charpoly
#print axioms ManyBandBerryLoop.wilson_reverse
```

```
'ManyBandBerryLoop.loopProduct_gauge_invariant' depends on axioms: [propext, Classical.choice, Quot.sound]
'ManyBandBerryLoop.loopProduct_invariant_iff' depends on axioms: [propext, Classical.choice, Quot.sound]
'ManyBandBerryLoop.wilson_loop_charpoly' depends on axioms: [propext, Classical.choice, Quot.sound]
'ManyBandBerryLoop.wilson_reverse' depends on axioms: [propext, Classical.choice, Quot.sound]
```

## How the proof follows the algebra

`overlap_gauge` and `overlap_reverse` are the two link identities. In `loopProduct_mixing`, `shift` reindexes the ring through `Equiv.prod_comp`, and `hn` writes p² as the product of the determinants and their conjugates. `loopProduct_gauge_invariant` then needs only `hdet`, the modulus of a unitary determinant. `loopProduct_invariant_iff` cancels P and factors p² − 1. `loopProduct_reverse` reindexes by k ↦ −(k+1).

`det_wilson_loop` first obtains a product over 0, …, L−1 by induction, then matches those numbers with the ring by `Finset.prod_nbij'` and removes the offset s. `wilson_gauge` is the cancelling induction; `wilson_loop_charpoly` closes the loop with `ZMod.natCast_self`, which says that L is 0 in `ZMod L`, and `Matrix.charpoly_mul_comm`.

The definition extends a Wilson line at its far end, whereas the reversed path grows at its start. `wilson_reverse` therefore first proves `left`, the recursion at the starting point, and then proceeds by induction.
